# A uniform momentum mesh with more than 2L/m steps gives the exact winding phase of a 2π-periodic C¹ two-band coupling h(k) with |h| ≥ m > 0 and |h'| ≤ L

## Phases between sampled momenta

Let $h(k)$ be the off-diagonal element of a two-band Bloch Hamiltonian with zero diagonal. One way to find how often $h$ winds around zero from its values at finitely many momenta is to add up a phase for each step. The ratio of neighbouring values fixes this phase only modulo $2\pi$, so the method includes a choice. Here each step gets the principal argument, in $(-\pi,\pi]$. The question is which meshes are fine enough to guarantee that these choices add up to the true accumulated phase.

In the SSH chain, with lattice constant 1, $h(k)=v+we^{ik}$ couples the two sublattices, and the band energies are $\pm|h(k)|$. A bound $|h|\ge m>0$ therefore says that the gap is at least $2m$. The bound $|h'|\le L$ limits how fast the coupling changes with momentum; $L$ is not the chain length.

## The mesh condition

Let $h$ be C¹ and $2\pi$-periodic with these two bounds, and let $k_j=a+2\pi j/N$ with any real offset $a$. If $N>2L/m$, then

$$\sum_{j=0}^{N-1}\arg\frac{h(k_{j+1})}{h(k_j)}=\operatorname{Im}\int_0^{2\pi}\frac{h'(k)}{h(k)}\,dk .$$

In Lean, `meshPoint a N j` is $k_j$ and `meshPhase h a N` is the left side. The name `h'` denotes a separate function, tied to `h` by `HasDerivAt` at every $k$ and assumed continuous. The bounds `hgap` and `hL` are assumed at all momenta, not only on the mesh.

Both sides are phases; division by $2\pi$ gives the winding number. That it is an integer is a familiar fact about closed loops, which no theorem here states.

For the non-interacting SSH chain with complex hoppings and $|v|\ne|w|$, the condition becomes $N>2|w|/\bigl||v|-|w|\bigr|$, so the mesh size can be fixed from the hoppings before a winding calculation. The condition is sufficient, not necessary: for $|v|>|w|$ the ratio $h(k)/v$ always has positive real part, so every $N\ge1$ gives the correct sum, zero. The theorem takes the values $h(k_j)$ as exact and doesn't cover rounding errors in them.

## From one link to the whole zone

In this step $a$ and $b$ are any two momenta. Set $I(t)=\int_a^t h'/h\,dk$. Then

$$\frac{d}{dt}\left(h\,e^{-I}\right)=h'e^{-I}-h\,\frac{h'}{h}\,e^{-I}=0,$$

so $h(b)e^{-I(b)}=h(a)$, that is, $h(b)/h(a)=e^{I(b)}$.

Since $|h'/h|\le L/m$, we have $|\operatorname{Im}I(b)|\le(L/m)|b-a|$. If the right side is below $\pi$, the principal argument of $e^{I(b)}$ is $\operatorname{Im}I(b)$ itself.

A mesh link has length $2\pi/N$, and $(L/m)(2\pi/N)<\pi$ is the same as $N>2L/m$. With $a$ again the mesh offset, adding the links gives the integral from $a$ to $a+2\pi$. As $h'/h$ is periodic, this equals the integral from $0$ to $2\pi$.

## Four points for v = 1, w = 3

The threshold is $2\cdot3/2=3$, so $N=4$ is enough. With $a=0$ the values of $h$ are $4,\ 1+3i,\ -2,\ 1-3i$. With $\alpha=\arctan 3$, the link phases are $\alpha,\ \pi-\alpha,\ \pi-\alpha,\ \alpha$. Their sum is $2\pi$: one counterclockwise turn.

## The Lean file and its proof

```lean
import Mathlib

open scoped Real

namespace CertifiedMomentumMesh

noncomputable section

/-- The `j`-th point `a + 2πj/N` of a uniform momentum mesh with offset `a` and `N ≥ 1` steps
per period. -/
def meshPoint (a : ℝ) (N j : ℕ) : ℝ := a + 2 * π * j / N

/-- The sum of the principal phases of the link ratios `h(k_(j+1)) / h(k_j)` over a mesh of
`N ≥ 1` steps, for `h` without zeros on the mesh. -/
def meshPhase (h : ℝ → ℂ) (a : ℝ) (N : ℕ) : ℝ :=
  ∑ j ∈ Finset.range N, Complex.arg (h (meshPoint a N (j + 1)) / h (meshPoint a N j))

/-- For a nowhere vanishing C¹ function `h`, the ratio of its values at two momenta is the
exponential of the integral of `h'/h` between them. -/
theorem link_eq_exp {h h' : ℝ → ℂ} (hd : ∀ k, HasDerivAt h (h' k) k) (hc : Continuous h')
    (h0 : ∀ k, h k ≠ 0) (a b : ℝ) :
    h b / h a = Complex.exp (∫ k in a..b, h' k / h k) := by
  have hq : Continuous (fun k => h' k / h k) :=
    hc.div (continuous_iff_continuousAt.2 fun t => (hd t).continuousAt) h0
  -- the function `h` times the inverse exponential has zero derivative
  have hF : ∀ t, HasDerivAt
      (fun s => h s * Complex.exp (-∫ k in a..s, h' k / h k)) 0 t := by
    intro t
    have hI := (hq.integral_hasStrictDerivAt a t).hasDerivAt
    refine ((hd t).fun_mul hI.fun_neg.cexp).congr_deriv ?_
    have e : h t * (h' t / h t) = h' t := mul_div_cancel₀ _ (h0 t)
    linear_combination (-Complex.exp (-∫ k in a..t, h' k / h k)) * e
  have key := is_const_of_deriv_eq_zero (fun t => (hF t).differentiableAt)
    (fun t => (hF t).deriv) b a
  simp only [intervalIntegral.integral_same, neg_zero, Complex.exp_zero, mul_one] at key
  rw [div_eq_iff (h0 a), ← key, mul_left_comm, ← Complex.exp_add, add_neg_cancel,
    Complex.exp_zero, mul_one]

/-- Let `h` be C¹ with `|h| ≥ m > 0` and `|h'| ≤ L`. If `(L/m)|b - a| < π`, the principal phase
of `h(b)/h(a)` is the imaginary part of the integral of `h'/h` from `a` to `b`. -/
theorem link_phase {h h' : ℝ → ℂ} {m L : ℝ} (hd : ∀ k, HasDerivAt h (h' k) k)
    (hc : Continuous h') (hm : 0 < m) (hgap : ∀ k, m ≤ ‖h k‖) (hL : ∀ k, ‖h' k‖ ≤ L)
    {a b : ℝ} (hab : L / m * |b - a| < π) :
    Complex.arg (h b / h a) = (∫ k in a..b, h' k / h k).im := by
  have hpos : ∀ k, 0 < ‖h k‖ := fun k => hm.trans_le (hgap k)
  have hL0 : 0 ≤ L := (norm_nonneg _).trans (hL 0)
  have hbound : ‖∫ k in a..b, h' k / h k‖ ≤ L / m * |b - a| := by
    apply intervalIntegral.norm_integral_le_of_norm_le_const
    intro k _
    rw [norm_div, div_le_div_iff₀ (hpos k) hm]
    exact mul_le_mul (hL k) (hgap k) hm.le hL0
  -- the accumulated phase stays inside the principal branch
  have him := abs_lt.1 (((Complex.abs_im_le_norm _).trans hbound).trans_lt hab)
  rw [link_eq_exp hd hc (fun k => norm_pos_iff.1 (hpos k)), ← Complex.log_im,
    Complex.log_exp him.1 him.2.le]

/-- Let `h` be C¹ and 2π-periodic with `|h| ≥ m > 0` and `|h'| ≤ L`. For every `N > 2L/m` and
every mesh offset, the sum of the principal link phases equals the imaginary part of the
integral of `h'/h` over `[0, 2π]`. -/
theorem meshPhase_eq_integral {h h' : ℝ → ℂ} {m L : ℝ} (hd : ∀ k, HasDerivAt h (h' k) k)
    (hc : Continuous h') (hper : Function.Periodic h (2 * π)) (hm : 0 < m)
    (hgap : ∀ k, m ≤ ‖h k‖) (hL : ∀ k, ‖h' k‖ ≤ L) (a : ℝ) {N : ℕ} (hmesh : 2 * L / m < N) :
    meshPhase h a N = (∫ k in (0 : ℝ)..(2 * π), h' k / h k).im := by
  have hL0 : 0 ≤ L := (norm_nonneg _).trans (hL 0)
  have hN : (0 : ℝ) < N := lt_of_le_of_lt (by positivity) hmesh
  have h0 : ∀ k, h k ≠ 0 := fun k => norm_pos_iff.1 (hm.trans_le (hgap k))
  have hq : Continuous (fun k => h' k / h k) :=
    hc.div (continuous_iff_continuousAt.2 fun t => (hd t).continuousAt) h0
  -- the principal phase of each link is the imaginary part of the integral over that link
  have hlink : ∀ j : ℕ, Complex.arg (h (meshPoint a N (j + 1)) / h (meshPoint a N j)) =
      (∫ k in (meshPoint a N j)..(meshPoint a N (j + 1)), h' k / h k).im := by
    intro j
    apply link_phase hd hc hm hgap hL
    have e : meshPoint a N (j + 1) - meshPoint a N j = 2 * π / N := by
      unfold meshPoint
      push_cast
      ring
    have e2 : L / m * (2 * π / N) = 2 * L / m * π / N := by ring
    rw [e, abs_of_pos (div_pos Real.two_pi_pos hN), e2, div_lt_iff₀ hN, mul_comm π]
    exact mul_lt_mul_of_pos_right hmesh Real.pi_pos
  -- the links add up to one full period
  have hs : ∑ j ∈ Finset.range N,
      (∫ k in (meshPoint a N j)..(meshPoint a N (j + 1)), h' k / h k) =
      ∫ k in (meshPoint a N 0)..(meshPoint a N N), h' k / h k :=
    intervalIntegral.sum_integral_adjacent_intervals fun j _ => hq.intervalIntegrable _ _
  have e0 : meshPoint a N 0 = a := by simp [meshPoint]
  have eN : meshPoint a N N = a + 2 * π := by
    unfold meshPoint
    rw [mul_div_cancel_right₀ _ hN.ne']
  -- periodicity removes the offset
  have hper' : Function.Periodic (fun k => h' k / h k) (2 * π) := by
    intro k
    have h1 := HasDerivAt.comp_add_const k (2 * π) (hd (k + 2 * π))
    have e : (fun x => h (x + 2 * π)) = h := funext hper
    rw [e] at h1
    simp only [hper k, h1.unique (hd k)]
  have hshift := hper'.intervalIntegral_add_eq a 0
  rw [zero_add] at hshift
  unfold meshPhase
  rw [Finset.sum_congr rfl fun j _ => hlink j, ← Complex.im_sum, hs, e0, eN, hshift]

/-- The derivative of `ik` with respect to the real momentum `k` is `i`. -/
theorem hasDerivAt_mul_I (k : ℝ) : HasDerivAt (fun x : ℝ => (x : ℂ) * Complex.I) Complex.I k :=
  ((hasDerivAt_id' k).ofReal_comp.mul_const Complex.I).congr_deriv (by simp)

/-- The off-diagonal element `v + w exp(ik)` of the Bloch Hamiltonian of the SSH chain with complex
hopping amplitudes `v` and `w`. -/
def ssh (v w : ℂ) (k : ℝ) : ℂ := v + w * Complex.exp (k * Complex.I)

/-- For the SSH function `h = ssh v w` with `|v| ≠ |w|`, every mesh with `N > 2|w| / ||v| - |w||`
gives a sum of link phases equal to the imaginary part of the integral of `h'/h` over `[0, 2π]`. -/
theorem ssh_meshPhase {v w : ℂ} (hvw : ‖v‖ ≠ ‖w‖) (a : ℝ) {N : ℕ}
    (hmesh : 2 * ‖w‖ / |‖v‖ - ‖w‖| < N) :
    meshPhase (ssh v w) a N = (∫ k in (0 : ℝ)..(2 * π),
      w * (Complex.exp (k * Complex.I) * Complex.I) / ssh v w k).im := by
  refine meshPhase_eq_integral (h' := fun k : ℝ => w * (Complex.exp (k * Complex.I) * Complex.I))
    (fun k => ((hasDerivAt_mul_I k).cexp.const_mul w).const_add v) (by fun_prop) ?_
    (abs_pos.2 (sub_ne_zero.2 hvw)) ?_ ?_ a hmesh
  · intro k
    change v + w * Complex.exp (((k + 2 * π : ℝ) : ℂ) * Complex.I) =
      v + w * Complex.exp ((k : ℂ) * Complex.I)
    push_cast
    rw [add_mul, Complex.exp_add, Complex.exp_two_pi_mul_I, mul_one]
  · -- the gap is bounded below by the reverse triangle inequality
    intro k
    have ht := abs_norm_sub_norm_le v (-(w * Complex.exp (k * Complex.I)))
    rwa [norm_neg, norm_mul, Complex.norm_exp_ofReal_mul_I, mul_one, sub_neg_eq_add] at ht
  · intro k
    rw [norm_mul, norm_mul, Complex.norm_exp_ofReal_mul_I, Complex.norm_I, mul_one, mul_one]

/-- The loop `exp(-ik)`, which runs clockwise around the unit circle. -/
def clockwise (k : ℝ) : ℂ := Complex.exp (-(k * Complex.I))

/-- Advancing the momentum by `π` reverses the sign of the clockwise loop. -/
theorem clockwise_add_pi (k : ℝ) : clockwise (k + π) = -clockwise k := by
  have e : -(((k + π : ℝ) : ℂ) * Complex.I) = -(k * Complex.I) + -(π * Complex.I) := by
    push_cast
    ring
  unfold clockwise
  rw [e, Complex.exp_add, Complex.exp_neg (π * Complex.I), Complex.exp_pi_mul_I]
  norm_num

/-- The clockwise loop `h` is 2π-periodic with `|h| = |h'| = 1`; on the mesh with `N = 2` and offset
0 its link phases sum to `2π`, while the imaginary part of the integral of `h'/h` is `-2π`. -/
theorem mesh_bound_sharp :
    Function.Periodic clockwise (2 * π) ∧
    (∀ k, HasDerivAt clockwise (clockwise k * -Complex.I) k ∧ ‖clockwise k‖ = 1 ∧
      ‖clockwise k * -Complex.I‖ = 1) ∧
    meshPhase clockwise 0 2 = 2 * π ∧
    (∫ k in (0 : ℝ)..(2 * π), clockwise k * -Complex.I / clockwise k).im = -(2 * π) := by
  have h0 : ∀ k, clockwise k ≠ 0 := fun k => Complex.exp_ne_zero _
  have hn : ∀ k, ‖clockwise k‖ = 1 := by
    intro k
    have e : -((k : ℂ) * Complex.I) = ((-k : ℝ) : ℂ) * Complex.I := by
      push_cast
      ring
    rw [clockwise, e, Complex.norm_exp_ofReal_mul_I]
  refine ⟨?_, fun k => ⟨(hasDerivAt_mul_I k).fun_neg.cexp, hn k, ?_⟩, ?_, ?_⟩
  · intro k
    rw [two_mul, ← add_assoc, clockwise_add_pi, clockwise_add_pi, neg_neg]
  · rw [norm_mul, hn, norm_neg, Complex.norm_I, mul_one]
  · -- both links have ratio -1, whose principal phase is +π
    have hl : ∀ j : ℕ, Complex.arg
        (clockwise (meshPoint 0 2 (j + 1)) / clockwise (meshPoint 0 2 j)) = π := by
      intro j
      have e : meshPoint 0 2 (j + 1) = meshPoint 0 2 j + π := by
        unfold meshPoint
        push_cast
        ring
      rw [e, clockwise_add_pi, neg_div, div_self (h0 _), Complex.arg_neg_one]
    unfold meshPhase
    rw [Finset.sum_congr rfl fun j _ => hl j]
    simp
  · have e : (fun k => clockwise k * -Complex.I / clockwise k) = fun _ => -Complex.I :=
      funext fun k => mul_div_cancel_left₀ _ (h0 k)
    rw [e, intervalIntegral.integral_const]
    simp

end

end CertifiedMomentumMesh
```

```lean
#print axioms CertifiedMomentumMesh.ssh_meshPhase
#print axioms CertifiedMomentumMesh.mesh_bound_sharp
```

```
'CertifiedMomentumMesh.ssh_meshPhase' depends on axioms: [propext, Classical.choice, Quot.sound]
'CertifiedMomentumMesh.mesh_bound_sharp' depends on axioms: [propext, Classical.choice, Quot.sound]
```

`link_eq_exp` is the first step: `hF` is the vanishing derivative, and `is_const_of_deriv_eq_zero` turns it into equal values at $a$ and $b$.

`link_phase` bounds the integral in `hbound`. The resulting two-sided bound `him` lets `Complex.log_exp` undo the exponential without a jump of $2\pi$.

In `meshPhase_eq_integral`, `hlink` applies this to each link, `hs` joins the adjacent integrals, and `hshift` removes the offset. The periodicity of $h'$ is derived, not assumed: `hper'` uses the uniqueness of the derivative.

`ssh_meshPhase` supplies the constants: the reverse triangle inequality gives $m=\bigl||v|-|w|\bigr|$, and $|e^{ik}|=1$ gives $L=|w|$.

`mesh_bound_sharp` shows that the strict inequality can't be relaxed to $N\ge 2L/m$. For $h=e^{-ik}$ one has $m=L=1$. At $N=2$ and $a=0$ both link ratios are $-1$, by `clockwise_add_pi`, and the principal argument assigns $+\pi$ to each. The mesh gives $+2\pi$, while the integrand is $-i$ and the integral gives $-2\pi$.
